# The shortest nonzero vectors of a lattice are partial sums of any obtuse superbase

In a periodic simulation every atom is surrounded by copies of itself, displaced by the translations of the cell. The distance to the nearest copy is the length of a shortest nonzero lattice vector. If a pair interaction is cut off below that distance, no atom interacts with a copy of itself. In a skew cell the shortest translation need not be a cell edge, and the lattice has infinitely many vectors to compare. A sign condition on the inner products among the cell vectors and the negative of their sum reduces the comparison to a finite list.

Let b_0, …, b_{n−1} be linearly independent vectors in a real inner product space, and let L be the set of their integer combinations. Put

v_0 = −(b_0 + … + b_{n−1}),  v_{j+1} = b_j.

These n+1 vectors, which add up to zero, are called a superbase of L. It is obtuse if ⟨v_i, v_j⟩ ≤ 0 whenever i ≠ j; right angles are allowed. For a subset S of {0, …, n} write v_S for the sum of the v_i with i in S.

**Claim.** If the superbase is obtuse, every shortest nonzero vector of L equals v_S for some nonempty proper subset S. If n > 0, such a vector exists.

Complementary subsets give opposite vectors, so comparing 2ⁿ − 1 lengths is enough: seven for a three-dimensional cell whose superbase is obtuse.

## Splitting a lattice vector without increasing the squared length

Write g_ij = ⟨v_i, v_j⟩. Since the v_j add up to zero, Σ_j g_ij = 0 for each i, and by symmetry Σ_i g_ij = 0 for each j. For real coefficients m_i, expand the square in

Σ_ij g_ij (m_i − m_j)² = Σ_ij g_ij m_i² + Σ_ij g_ij m_j² − 2 Σ_ij g_ij m_i m_j.

The first two sums on the right vanish, and the last double sum is the squared length of Σ m_i v_i. This gives Selling's formula:

‖Σ_i m_i v_i‖² = −½ Σ_ij g_ij (m_i − m_j)².

Now let x = Σ m_i v_i be a nonzero lattice vector with integer m_i; one may take m_0 = 0. Let μ be the least of the m_i, and let S contain the indices with m_i > μ. An index where the minimum is attained lies outside S, so S is proper. If S were empty, all m_i would equal μ and x would be μ Σ v_i = 0. So S is also nonempty.

Let χ_i be 1 on S and 0 elsewhere, and let r_i = m_i − χ_i. Then v_S = Σ χ_i v_i, x − v_S = Σ r_i v_i, and

(m_i − m_j)² = (χ_i − χ_j)² + (r_i − r_j)² + 2(χ_i − χ_j)(r_i − r_j).

The last term is never negative. It vanishes if i and j are both in S or both outside. If i is in S and j is not, then χ_i − χ_j = 1, while r_i = m_i − 1 ≥ μ = r_j because the coefficients are integers. Exchanging i and j changes both signs. Multiplying by −½ g_ij, which is nonnegative for i ≠ j, and summing gives

‖v_S‖² + ‖x − v_S‖² ≤ ‖x‖².

A nonempty proper partial sum is never zero. In terms of the basis,

v_S = Σ_j (χ_{j+1} − χ_0) b_j,

so v_S = 0 would make χ constant by linear independence, and S would be empty or full.

If x is shortest, then ‖x‖ ≤ ‖v_S‖, which leaves no length for the remainder, and x = v_S. For existence, choose the shortest v_S among the finitely many nonempty proper subsets. Any nonzero y in L is at least as long as some v_T, hence at least as long as the chosen vector.

For n = 1 the superbase is −b_0, b_0. It is automatically obtuse, and the two partial sums are the two shortest vectors of the chain. For n = 0 the lattice is {0} and has no nonzero vector, which is why existence requires n > 0.

## The lattice and its superbase in Lean

The ambient space `E` is any real inner product space; only the number `n` of basis vectors is finite. A crystal has `n = 3`.

```lean
import Mathlib

open Finset

namespace ObtuseSuperbase

noncomputable section

variable {E : Type*} [NormedAddCommGroup E] [InnerProductSpace ℝ E] {n : ℕ}
```

`Fin.cons` places the negative sum at index 0 and shifts the basis up by one, as in the numbering above.

```lean
/-- The basis vectors together with the negative of their sum, placed at index 0. -/
def superbase (b : Fin n → E) : Fin (n + 1) → E :=
  Fin.cons (α := fun _ => E) (-∑ i, b i) b
```

The span is taken over ℤ, so only integer combinations count as translations.

```lean
/-- The lattice of all integer combinations of the basis vectors. -/
def lattice (b : Fin n → E) : Submodule ℤ E := Submodule.span ℤ (Set.range b)

/-- The sum of the superbase vectors with index in `S`. -/
def subsetSum (b : Fin n → E) (S : Finset (Fin (n + 1))) : E := ∑ i ∈ S, superbase b i

/-- Distinct superbase vectors have nonpositive inner products. -/
def IsObtuse (b : Fin n → E) : Prop :=
  ∀ i j, i ≠ j → inner ℝ (superbase b i) (superbase b j) ≤ 0
```

The last definition puts membership, nonvanishing and minimality into one predicate.

```lean
/-- `x` is a nonzero lattice vector of least length among the nonzero lattice vectors. -/
def IsShortest (b : Fin n → E) (x : E) : Prop :=
  x ∈ lattice b ∧ x ≠ 0 ∧ ∀ y ∈ lattice b, y ≠ 0 → ‖x‖ ≤ ‖y‖
```

An alternative model would start from n+1 vectors with the hypothesis that they sum to zero, and require n of them to be independent. All indices would then be on the same footing and `superbase` would not be needed, but the zero sum would become an assumption. Here it is a short lemma.

```lean
omit [InnerProductSpace ℝ E] in
/-- The superbase vectors add up to zero. -/
theorem sum_superbase (b : Fin n → E) : ∑ i, superbase b i = 0 := by
  simp [superbase, Fin.sum_univ_succ]
```

## Selling's formula and the partial sums

The formula is proved for any finite family with zero sum, with no sign condition. `hA` and `hB` are the two vanishing sums, `hC` expands the squared length, and `hD` expands the square of the difference.

```lean
/-- Selling's formula: for vectors `v i` with zero sum, the squared length of `∑ i, m i • v i` is
minus one half of the sum over all `i` and `j` of `⟨v i, v j⟩ * (m i - m j) ^ 2`. -/
theorem selling_formula {ι : Type*} [Fintype ι] (v : ι → E) (hv : ∑ i, v i = 0) (m : ι → ℝ) :
    ‖∑ i, m i • v i‖ ^ 2
      = -(1 / 2) * ∑ i, ∑ j, inner ℝ (v i) (v j) * (m i - m j) ^ 2 := by
  -- the double sums with only one coefficient, squared, vanish because the vectors sum to zero
  have hA : ∑ i, ∑ j, inner ℝ (v i) (v j) * m i ^ 2 = 0 :=
    Finset.sum_eq_zero fun i _ => by
      rw [← Finset.sum_mul, ← inner_sum, hv, inner_zero_right, zero_mul]
  have hB : ∑ i, ∑ j, inner ℝ (v i) (v j) * m j ^ 2 = 0 := by
    rw [Finset.sum_comm]
    exact Finset.sum_eq_zero fun j _ => by
      rw [← Finset.sum_mul, ← sum_inner, hv, inner_zero_left, zero_mul]
  have hC : ‖∑ i, m i • v i‖ ^ 2 = ∑ i, ∑ j, inner ℝ (v i) (v j) * (m i * m j) := by
    rw [← real_inner_self_eq_norm_sq, sum_inner]
    refine Finset.sum_congr rfl fun i _ => ?_
    rw [inner_sum]
    refine Finset.sum_congr rfl fun j _ => ?_
    rw [real_inner_smul_left, real_inner_smul_right]
    ring
  have hD : ∑ i, ∑ j, inner ℝ (v i) (v j) * (m i - m j) ^ 2
      = ∑ i, ∑ j, inner ℝ (v i) (v j) * m i ^ 2 + ∑ i, ∑ j, inner ℝ (v i) (v j) * m j ^ 2
        - 2 * ∑ i, ∑ j, inner ℝ (v i) (v j) * (m i * m j) := by
    simp only [Finset.mul_sum, ← Finset.sum_add_distrib, ← Finset.sum_sub_distrib]
    refine Finset.sum_congr rfl fun i _ => Finset.sum_congr rfl fun j _ => ?_
    ring
  rw [hC, hD, hA, hB]
  ring
```

The next lemma writes v_S with the coefficients χ_i, so that Selling's formula applies to it.

```lean
/-- A partial sum is the combination of all superbase vectors with coefficient 1 on `S` and 0
elsewhere. -/
lemma subsetSum_eq (b : Fin n → E) (S : Finset (Fin (n + 1))) :
    subsetSum b S = ∑ i, (if i ∈ S then (1 : ℝ) else 0) • superbase b i := by
  simp [subsetSum, ite_smul]
```

Membership in the lattice is checked separately for index 0 and for the basis vectors.

```lean
omit [InnerProductSpace ℝ E] in
/-- Every partial sum of the superbase is a lattice vector. -/
theorem subsetSum_mem (b : Fin n → E) (S : Finset (Fin (n + 1))) :
    subsetSum b S ∈ lattice b := by
  have hb : ∀ j, b j ∈ lattice b := fun j => Submodule.subset_span ⟨j, rfl⟩
  refine Submodule.sum_mem _ fun i _ => ?_
  refine Fin.cases ?_ (fun j => ?_) i
  · show -∑ j, b j ∈ lattice b
    exact (lattice b).neg_mem ((lattice b).sum_mem fun j _ => hb j)
  · exact hb j
```

In the proof that v_S is nonzero, `e` is the expansion in the basis, and `h'` says that χ is constant. An index `k` in S and an index `i` outside it then contradict each other.

```lean
/-- For a linearly independent basis, a sum over a nonempty proper subset of the superbase
is nonzero. -/
theorem subsetSum_ne_zero {b : Fin n → E} (hb : LinearIndependent ℝ b)
    {S : Finset (Fin (n + 1))} (hS : S.Nonempty) (hS' : S ≠ univ) : subsetSum b S ≠ 0 := by
  intro h0
  obtain ⟨χ, hχ⟩ : ∃ χ : Fin (n + 1) → ℝ, χ = fun i => if i ∈ S then 1 else 0 := ⟨_, rfl⟩
  have e : subsetSum b S = ∑ j : Fin n, (χ j.succ - χ 0) • b j := by
    have e1 : subsetSum b S = ∑ i, χ i • superbase b i := by
      rw [hχ]; exact subsetSum_eq b S
    rw [e1, Fin.sum_univ_succ]
    simp only [sub_smul, Finset.sum_sub_distrib, ← Finset.smul_sum]
    show χ 0 • (-∑ j, b j) + ∑ j : Fin n, χ j.succ • b j = _
    rw [smul_neg]
    abel
  -- independence makes the indicator of `S` constant
  have h := Fintype.linearIndependent_iff.1 hb _ (e.symm.trans h0)
  have h' : ∀ i, χ i = χ 0 := by
    intro i
    refine Fin.cases rfl (fun j => sub_eq_zero.1 (h j)) i
  obtain ⟨k, hk⟩ := hS
  refine hS' (Finset.eq_univ_iff_forall.2 fun i => ?_)
  by_contra hi
  have := (h' i).trans (h' k).symm
  simp [hχ, hi, hk] at this
```

## The splitting inequality and the shortest vectors

The splitting uses obtuseness but not linear independence. The index `k` attains the minimum μ. The dichotomy `hd` records that a coefficient either equals μ or is at least μ + 1, which is where integrality enters. In `key`, `hc` is the sign of the cross term, and the diagonal terms vanish. Three uses of Selling's formula turn `key` into the inequality between lengths.

```lean
/-- In an obtuse superbase, each nonzero lattice vector `x` splits into a sum over a nonempty proper
subset of the superbase and a remainder whose squared lengths add up to at most that of `x`. -/
theorem exists_splitting {b : Fin n → E} (ho : IsObtuse b) {x : E} (hx : x ∈ lattice b)
    (hx0 : x ≠ 0) : ∃ S : Finset (Fin (n + 1)), S.Nonempty ∧ S ≠ univ ∧
      ‖subsetSum b S‖ ^ 2 + ‖x - subsetSum b S‖ ^ 2 ≤ ‖x‖ ^ 2 := by
  have hv := sum_superbase b
  obtain ⟨m, rfl⟩ : ∃ m : Fin (n + 1) → ℤ, x = ∑ i, (m i : ℝ) • superbase b i := by
    obtain ⟨c, rfl⟩ := (Submodule.mem_span_range_iff_exists_fun ℤ).1 hx
    refine ⟨Fin.cons (α := fun _ => ℤ) 0 c, ?_⟩
    simp [Fin.sum_univ_succ, superbase, Int.cast_smul_eq_zsmul]
  -- `S` collects the indices whose coefficient exceeds the minimum
  obtain ⟨k, hk⟩ := Finite.exists_min m
  obtain ⟨S, hS⟩ : ∃ S : Finset (Fin (n + 1)), ∀ i, i ∈ S ↔ m k < m i :=
    ⟨univ.filter (fun i => m k < m i), by simp⟩
  refine ⟨S, ?_, ?_, ?_⟩
  · by_contra h
    apply hx0
    have hc : ∀ i, m i = m k := fun i =>
      le_antisymm (not_lt.1 fun hi => h ⟨i, (hS i).2 hi⟩) (hk i)
    calc ∑ i, (m i : ℝ) • superbase b i = ∑ i, (m k : ℝ) • superbase b i :=
          Finset.sum_congr rfl fun i _ => by rw [hc i]
      _ = 0 := by rw [← Finset.smul_sum, hv, smul_zero]
  · intro h
    exact lt_irrefl _ ((hS k).1 (h ▸ Finset.mem_univ k))
  · obtain ⟨χ, hχ⟩ : ∃ χ : Fin (n + 1) → ℝ, χ = fun i => if i ∈ S then 1 else 0 := ⟨_, rfl⟩
    have e1 : subsetSum b S = ∑ i, χ i • superbase b i := by
      rw [hχ]; exact subsetSum_eq b S
    have e2 : ∑ i, (m i : ℝ) • superbase b i - subsetSum b S
        = ∑ i, ((m i : ℝ) - χ i) • superbase b i := by
      rw [e1, ← Finset.sum_sub_distrib]
      simp only [sub_smul]
    have hd : ∀ i, (χ i = 0 ∧ (m i : ℝ) = m k) ∨ (χ i = 1 ∧ (m k : ℝ) + 1 ≤ m i) := by
      intro i
      by_cases hi : m k < m i
      · exact Or.inr ⟨by simp [hχ, hS, hi], by exact_mod_cast Int.add_one_le_iff.2 hi⟩
      · exact Or.inl ⟨by simp [hχ, hS, hi], by
          exact_mod_cast le_antisymm (not_lt.1 hi) (hk i)⟩
    -- termwise comparison in Selling's formula
    have key : ∑ i, ∑ j, inner ℝ (superbase b i) (superbase b j) * ((m i : ℝ) - m j) ^ 2
        ≤ ∑ i, ∑ j, inner ℝ (superbase b i) (superbase b j) * (χ i - χ j) ^ 2
          + ∑ i, ∑ j, inner ℝ (superbase b i) (superbase b j)
            * (((m i : ℝ) - χ i) - ((m j : ℝ) - χ j)) ^ 2 := by
      simp only [← Finset.sum_add_distrib]
      refine Finset.sum_le_sum fun i _ => Finset.sum_le_sum fun j _ => ?_
      by_cases hij : i = j
      · subst hij; simp
      have hc : 0 ≤ (χ i - χ j) * (((m i : ℝ) - χ i) - ((m j : ℝ) - χ j)) := by
        rcases hd i with ⟨a, a'⟩ | ⟨a, a'⟩ <;> rcases hd j with ⟨c, c'⟩ | ⟨c, c'⟩ <;>
          rw [a, c] <;> nlinarith
      nlinarith [mul_nonneg (neg_nonneg.2 (ho i j hij)) hc]
    have s1 := selling_formula _ hv χ
    have s2 := selling_formula _ hv (fun i => (m i : ℝ) - χ i)
    have s3 := selling_formula _ hv (fun i => (m i : ℝ))
    rw [e2, e1, s1, s2, s3]
    linarith
```

Independence returns in the next theorem, because minimality of `x` can be applied to v_S only if v_S is nonzero.

```lean
/-- Every shortest nonzero lattice vector is a sum over a nonempty proper subset of an obtuse
superbase. -/
theorem shortest_eq_subsetSum {b : Fin n → E} (hb : LinearIndependent ℝ b) (ho : IsObtuse b)
    {x : E} (hx : IsShortest b x) :
    ∃ S : Finset (Fin (n + 1)), S.Nonempty ∧ S ≠ univ ∧ x = subsetSum b S := by
  obtain ⟨S, h1, h2, h⟩ := exists_splitting ho hx.1 hx.2.1
  refine ⟨S, h1, h2, ?_⟩
  have hle := hx.2.2 _ (subsetSum_mem b S) (subsetSum_ne_zero hb h1 h2)
  have hsq : ‖x‖ ^ 2 ≤ ‖subsetSum b S‖ ^ 2 := pow_le_pow_left₀ (norm_nonneg _) hle 2
  -- no length is left for the remainder
  have h0 : ‖x - subsetSum b S‖ ^ 2 = 0 := le_antisymm (by linarith) (sq_nonneg _)
  exact sub_eq_zero.1 (norm_eq_zero.1 ((pow_eq_zero_iff two_ne_zero).1 h0))
```

Existence also assumes linear independence: if the only basis vector were zero, the lattice would have no nonzero vector. In the proof, `hne` shows that {0} is a proper subset when `n` is positive, and `Finset.exists_min_image` selects the shortest candidate. That a shortest lattice vector exists is therefore a conclusion and not a hypothesis.

```lean
/-- In positive dimension, a shortest nonzero lattice vector occurs among the sums over nonempty
proper subsets of an obtuse superbase. -/
theorem exists_shortest_subsetSum (hn : 0 < n) {b : Fin n → E} (hb : LinearIndependent ℝ b)
    (ho : IsObtuse b) :
    ∃ S : Finset (Fin (n + 1)), S.Nonempty ∧ S ≠ univ ∧ IsShortest b (subsetSum b S) := by
  classical
  have hne : (univ.filter fun S : Finset (Fin (n + 1)) => S.Nonempty ∧ S ≠ univ).Nonempty := by
    refine ⟨{0}, Finset.mem_filter.2 ⟨Finset.mem_univ _, Finset.singleton_nonempty _, ?_⟩⟩
    intro h
    have hl : Fin.last n ∈ ({0} : Finset (Fin (n + 1))) := h ▸ Finset.mem_univ _
    have hl' := congrArg Fin.val (Finset.mem_singleton.1 hl)
    rw [Fin.val_last, Fin.val_zero] at hl'
    omega
  -- minimise the length over the finitely many candidates
  obtain ⟨S, hS, hmin⟩ := Finset.exists_min_image _ (fun S => ‖subsetSum b S‖) hne
  obtain ⟨-, h1, h2⟩ := Finset.mem_filter.1 hS
  refine ⟨S, h1, h2, subsetSum_mem b S, subsetSum_ne_zero hb h1 h2, fun y hy hy0 => ?_⟩
  obtain ⟨T, t1, t2, ht⟩ := exists_splitting ho hy hy0
  refine (hmin T (Finset.mem_filter.2 ⟨Finset.mem_univ _, t1, t2⟩)).trans ?_
  refine le_of_not_gt fun h => ?_
  nlinarith [norm_nonneg y, sq_nonneg ‖y - subsetSum b T‖]
```

Both theorems take the obtuse superbase as given; they do not provide a procedure for finding one.

## Two planar bases, one with an obtuse superbase

```lean
omit [InnerProductSpace ℝ E] in
/-- In two dimensions the superbase consists of the negative sum of the two basis vectors,
followed by the basis vectors themselves. -/
lemma superbase_two (b : Fin 2 → E) : superbase b = ![-(b 0 + b 1), b 0, b 1] := by
  funext i
  fin_cases i
  · exact congrArg Neg.neg (Fin.sum_univ_two b)
  · rfl
  · rfl
```

The vectors (2, 0) and (−1, 2) generate a centred rectangular lattice. With v_0 = (−1, −2), the three inner products are −2, −2 and −3. The partial sums have lengths 2, √5 and √5, so the shortest translations are ±(2, 0).

```lean
/-- A basis of a centred rectangular lattice in the plane. -/
def centredBasis : Fin 2 → EuclideanSpace ℝ (Fin 2) := ![!₂[2, 0], !₂[-1, 2]]

/-- The centred rectangular basis is linearly independent and has an obtuse superbase. -/
theorem centredBasis_witness : LinearIndependent ℝ centredBasis ∧ IsObtuse centredBasis := by
  constructor
  · rw [Fintype.linearIndependent_iff]
    intro g hg i
    have h0 := congrArg (fun x => x.ofLp 0) hg
    have h1 := congrArg (fun x => x.ofLp 1) hg
    simp [centredBasis, Fin.sum_univ_two] at h0 h1
    fin_cases i <;> simp <;> linarith
  · intro i j hij
    rw [superbase_two]
    fin_cases i <;> fin_cases j <;>
      first
      | exact absurd rfl hij
      | (simp [centredBasis, PiLp.inner_apply, Fin.sum_univ_two] <;> norm_num)
```

The vectors (3, 1) and (5, 2) generate the square lattice of integer points, but their inner product is 17, so the sign condition fails.

```lean
/-- A skew basis in the plane. -/
def skewBasis : Fin 2 → EuclideanSpace ℝ (Fin 2) := ![!₂[3, 1], !₂[5, 2]]
```

The conclusion fails too. The partial sums have lengths √10, √29 and √73, whereas 2(3, 1) − (5, 2) = (1, 0) has length 1. The proof lists the six nonempty proper subsets and compares the lengths.

```lean
/-- For the linearly independent skew basis, the lattice vector (1, 0) is shorter than every sum
over a nonempty proper subset of the superbase. -/
theorem skewBasis_counterexample : LinearIndependent ℝ skewBasis ∧
    (!₂[1, 0] : EuclideanSpace ℝ (Fin 2)) ∈ lattice skewBasis ∧
    ∀ S : Finset (Fin 3), S.Nonempty → S ≠ univ →
      ‖(!₂[1, 0] : EuclideanSpace ℝ (Fin 2))‖ < ‖subsetSum skewBasis S‖ := by
  refine ⟨?_, ?_, ?_⟩
  · rw [Fintype.linearIndependent_iff]
    intro g hg i
    have h0 := congrArg (fun x => x.ofLp 0) hg
    have h1 := congrArg (fun x => x.ofLp 1) hg
    simp [skewBasis, Fin.sum_univ_two] at h0 h1
    fin_cases i <;> simp <;> linarith
  · have hb : ∀ j, skewBasis j ∈ lattice skewBasis := fun j => Submodule.subset_span ⟨j, rfl⟩
    have e : (!₂[1, 0] : EuclideanSpace ℝ (Fin 2))
        = skewBasis 0 + skewBasis 0 - skewBasis 1 := by
      ext k
      fin_cases k <;> simp [skewBasis] <;> norm_num
    rw [e]
    exact (lattice skewBasis).sub_mem ((lattice skewBasis).add_mem (hb 0) (hb 0)) (hb 1)
  · -- the six candidates are checked one by one
    have cases6 : ∀ S : Finset (Fin 3), S.Nonempty → S ≠ univ →
        S = {0} ∨ S = {1} ∨ S = {2} ∨ S = {0, 1} ∨ S = {0, 2} ∨ S = {1, 2} := by decide
    intro S h1 h2
    rw [EuclideanSpace.norm_eq, EuclideanSpace.norm_eq]
    apply Real.sqrt_lt_sqrt (by positivity)
    rcases cases6 S h1 h2 with rfl | rfl | rfl | rfl | rfl | rfl <;>
      simp [subsetSum, superbase_two, skewBasis, Fin.sum_univ_two] <;> norm_num

end

end ObtuseSuperbase
```

```lean
#print axioms ObtuseSuperbase.shortest_eq_subsetSum
#print axioms ObtuseSuperbase.exists_shortest_subsetSum
#print axioms ObtuseSuperbase.skewBasis_counterexample
```

```
'ObtuseSuperbase.shortest_eq_subsetSum' depends on axioms: [propext, Classical.choice, Quot.sound]
'ObtuseSuperbase.exists_shortest_subsetSum' depends on axioms: [propext, Classical.choice, Quot.sound]
'ObtuseSuperbase.skewBasis_counterexample' depends on axioms: [propext, Classical.choice, Quot.sound]
```
